# A Temple lower bound for the lowest level of Hx = εSx, from a trial vector and a lower bound on the second level

## How far below my computed energy can the lowest level lie?

I am converging the lowest band at one k-point of a PAW calculation, with the potential held fixed. The problem is $Hx=\varepsilon Sx$, where the overlap matrix $S$ is not the identity because the pseudo-wavefunctions are not orthonormal in the ordinary sense. I stop the iteration at a vector with $\langle x,Sx\rangle=1$, energy $e=\langle x,Hx\rangle$ and a residual $r=(H-eS)x$ that is small but not zero.

I know that $e$ lies on or above the lowest level. Can the residual tell me how far above? And which norm of $r$ should I use? With $S=1$ I would take $\langle r,r\rangle$, the energy variance, but I doubt that this is still right here.

## At most the variance over the distance to the next level

Yes, if you also know a number $b$ that lies above $e$ and not above the second level. Let $H$ be Hermitian and $S$ positive definite, and number the levels $\varepsilon_0\le\varepsilon_1\le\dots$, counted with multiplicity. If $e<b\le\varepsilon_1$, then

$$e-\frac{\langle r,S^{-1}r\rangle}{b-e}\;\le\;\varepsilon_0\;\le\;e .$$

Your doubt is justified: the variance is $\langle r,S^{-1}r\rangle$, and the plain norm can give a false bound, as the example below shows.

The number $b$ stands for spectral information that the trial vector does not contain. If $x$ is an exact eigenvector of $\varepsilon_1>\varepsilon_0$, its residual vanishes, and a bound that asked only for $b>e$ would place $\varepsilon_1$ at or below $\varepsilon_0$. A Ritz value for the second band does not certify $b$ either, since it approaches $\varepsilon_1$ from above.

### The levels seen by the trial vector

First we need a basis that suits both matrices. Diagonalise $S$ by a unitary $W$, so that $W^\dagger SW=\mathrm{diag}(s_i)$ with all $s_i>0$, and set $T=W\,\mathrm{diag}(s_i^{-1/2})$. Then $T^\dagger ST=1$. The matrix $T^\dagger HT$ is Hermitian, so a second unitary $U$ diagonalises it, and $V=TU$ satisfies

$$V^\dagger SV=1,\qquad V^\dagger HV=\mathrm{diag}(\varepsilon_i).$$

Reordering the columns of $V$ puts the levels in increasing order.

Since $V$ is square, $V^\dagger SV=1$ also gives $VV^\dagger S=1$, hence $S^{-1}=VV^\dagger$. Write $x=Vc$ with $c=V^\dagger Sx$, and let $w_i=|c_i|^2\ge0$. Then

$$\sum_i w_i=\langle x,Sx\rangle=1,\qquad \sum_i w_i\varepsilon_i=\langle x,Hx\rangle=e .$$

For the residual, $V^\dagger r=V^\dagger HVc-e\,V^\dagger SVc$ has the components $(\varepsilon_i-e)c_i$. Therefore

$$\langle r,S^{-1}r\rangle=\langle V^\dagger r,V^\dagger r\rangle=\sum_i w_i(\varepsilon_i-e)^2=:\sigma^2 ,$$

which is the variance of the levels under the weights $w_i$.

### From the variance to the two bounds

For any real $a$ and $b$,

$$(\varepsilon_i-a)(\varepsilon_i-b)=(\varepsilon_i-e)^2+(2e-a-b)\,\varepsilon_i+ab-e^2 .$$

Averaging with the weights gives $\sigma^2+(2e-a-b)e+ab-e^2$, that is,

$$\sum_i w_i(\varepsilon_i-a)(\varepsilon_i-b)=\sigma^2+(e-a)(e-b).$$

Now take $a=\varepsilon_0$ and $b\le\varepsilon_1$. The term $i=0$ vanishes. For $i\ge1$ we have $\varepsilon_i\ge\varepsilon_1\ge b$ and $\varepsilon_i\ge\varepsilon_0$, so both factors are nonnegative. Hence $0\le\sigma^2-(e-\varepsilon_0)(b-e)$, and division by $b-e>0$ gives $e-\varepsilon_0\le\sigma^2/(b-e)$, the lower bound.

The upper bound is the variational principle: $\varepsilon_0=\sum_i w_i\varepsilon_0\le\sum_i w_i\varepsilon_i=e$.

With only two levels and $b=\varepsilon_1$, every term of the sum vanishes. The inequality becomes an equality, and the lower bound is $\varepsilon_0$ itself.

### A two-by-two case where the plain norm fails

Take

$$H=\begin{pmatrix}0&1\\1&\tfrac34\end{pmatrix},\qquad S=\begin{pmatrix}1&0\\0&\tfrac14\end{pmatrix},\qquad x=\begin{pmatrix}1\\0\end{pmatrix}.$$

Here $\det(H-zS)=\tfrac14(z-4)(z+1)$, so $\varepsilon_0=-1$ and $\varepsilon_1=4$. The vector is normalised, $e=0$ and $r=(0,1)^T$. Since $S^{-1}r=(0,4)^T$, the variance is $\sigma^2=4$.

With $b=4$ the lower bound is $0-4/4=-1$, exactly $\varepsilon_0$. With the more cautious $b=2$ it is $-2$, still correct but looser. The plain norm $\langle r,r\rangle=1$ with $b=4$ would have given $-1/4$, which lies above the true level.

### The statement and its proof in Lean

```lean
import Mathlib

open Matrix
open scoped ComplexOrder

namespace PAWTemple

noncomputable section

variable {n : Type*} [Fintype n] [DecidableEq n]

/-- The numbers `ε i` are the generalized eigenvalues of `H x = ε S x`, counted with
multiplicity: the columns of some `V` form an `S`-orthonormal basis in which `H` is diagonal
with entries `ε i`. -/
def IsLevels (H S : Matrix n n ℂ) (ε : n → ℝ) : Prop :=
  ∃ V : Matrix n n ℂ, Vᴴ * S * V = 1 ∧ Vᴴ * H * V = diagonal fun i => (ε i : ℂ)

/-- The real part of `⟨x, H x⟩`. For Hermitian `H` and normalised `x` this is the energy expectation
value. -/
def energy (H : Matrix n n ℂ) (x : n → ℂ) : ℝ := (star x ⬝ᵥ H *ᵥ x).re

/-- The residual `r = (H - e S) x` at the energy `e` of `x`. -/
def residual (H S : Matrix n n ℂ) (x : n → ℂ) : n → ℂ :=
  H *ᵥ x - (energy H x : ℂ) • (S *ᵥ x)

/-- The real part of `⟨r, S⁻¹ r⟩`, for invertible `S`. If `S` is positive definite, this is the
squared norm of the residual `r` in the scalar product given by `S⁻¹`. -/
def residualNormSq (H S : Matrix n n ℂ) (x : n → ℂ) : ℝ :=
  (star (residual H S x) ⬝ᵥ S⁻¹ *ᵥ residual H S x).re

/-- A Hermitian matrix is brought to the diagonal form of its eigenvalues by a unitary matrix. -/
theorem exists_unitary_diagonal {A : Matrix n n ℂ} (hA : A.IsHermitian) :
    ∃ U : Matrix n n ℂ, Uᴴ * U = 1 ∧
      Uᴴ * A * U = diagonal fun i => (hA.eigenvalues i : ℂ) := by
  have hU : (hA.eigenvectorUnitary : Matrix n n ℂ)ᴴ * hA.eigenvectorUnitary = 1 :=
    mem_unitaryGroup_iff'.1 hA.eigenvectorUnitary.2
  have hAU : A * (hA.eigenvectorUnitary : Matrix n n ℂ) =
      hA.eigenvectorUnitary * diagonal fun i => (hA.eigenvalues i : ℂ) := by
    ext i j
    have h := congrFun (hA.mulVec_eigenvectorBasis j) i
    rw [Matrix.mul_diagonal]
    simpa [Matrix.mul_apply, mulVec, dotProduct, IsHermitian.eigenvectorUnitary_apply,
      mul_comm] using h
  exact ⟨_, hU, by rw [Matrix.mul_assoc, hAU, ← Matrix.mul_assoc, hU, Matrix.one_mul]⟩

/-- Every pair of a Hermitian `H` and a positive definite `S` has real generalized eigenvalues
that can be listed in increasing order with multiplicity. -/
theorem exists_ordered_levels {N : ℕ} {H S : Matrix (Fin N) (Fin N) ℂ}
    (hH : H.IsHermitian) (hS : S.PosDef) : ∃ ε : Fin N → ℝ, Monotone ε ∧ IsLevels H S ε := by
  obtain ⟨W, -, hW⟩ := exists_unitary_diagonal hS.isHermitian
  obtain ⟨q, hq, hqq⟩ : ∃ q : Fin N → ℝ, (∀ i, q i ≠ 0) ∧
      ∀ i, hS.isHermitian.eigenvalues i = q i * q i :=
    ⟨fun i => √(hS.isHermitian.eigenvalues i),
      fun i => (Real.sqrt_pos.2 (hS.eigenvalues_pos i)).ne',
      fun i => (Real.mul_self_sqrt (hS.eigenvalues_pos i).le).symm⟩
  have assoc : ∀ A B M : Matrix (Fin N) (Fin N) ℂ,
      (A * B)ᴴ * M * (A * B) = Bᴴ * (Aᴴ * M * A) * B := by
    intro A B M
    simp only [conjTranspose_mul, Matrix.mul_assoc]
  -- rescaling the eigenvectors of S makes them S-orthonormal
  obtain ⟨T, hT⟩ : ∃ T : Matrix (Fin N) (Fin N) ℂ, Tᴴ * S * T = 1 := by
    refine ⟨W * diagonal (fun i => (((q i)⁻¹ : ℝ) : ℂ)), ?_⟩
    rw [assoc, hW, diagonal_conjTranspose, diagonal_mul_diagonal, diagonal_mul_diagonal,
      ← diagonal_one]
    congr 1
    funext i
    have h : (q i)⁻¹ * hS.isHermitian.eigenvalues i * (q i)⁻¹ = 1 := by
      have := hq i
      rw [hqq]
      field_simp
    simp only [Pi.star_apply, Complex.star_def, Complex.conj_ofReal]
    exact_mod_cast h
  -- a further unitary rotation diagonalizes H, and sorting the columns orders the levels
  have hA := isHermitian_conjTranspose_mul_mul T hH
  obtain ⟨U, hU, hD⟩ := exists_unitary_diagonal hA
  let σ := Tuple.sort hA.eigenvalues
  have hs : ∀ M : Matrix (Fin N) (Fin N) ℂ,
      ((T * U).submatrix id σ)ᴴ * M * (T * U).submatrix id σ =
        (Uᴴ * (Tᴴ * M * T) * U).submatrix σ σ := by
    intro M
    rw [← assoc]
    rfl
  refine ⟨hA.eigenvalues ∘ σ, Tuple.monotone_sort _, (T * U).submatrix id σ, ?_, ?_⟩
  · rw [hs, hT, Matrix.mul_one, hU, submatrix_one_equiv]
  · rw [hs, hD]
    exact submatrix_diagonal_equiv _ σ

/-- If `H` and `S` have levels `ε` and `⟨x, S x⟩ = 1`, then `x` distributes weights over the
levels with mean `⟨x, H x⟩` and variance `⟨r, S⁻¹ r⟩`. -/
theorem exists_weights {H S : Matrix n n ℂ} {ε : n → ℝ} (hε : IsLevels H S ε)
    {x : n → ℂ} (hx : star x ⬝ᵥ S *ᵥ x = 1) :
    ∃ w : n → ℝ, (∀ i, 0 ≤ w i) ∧ ∑ i, w i = 1 ∧ ∑ i, w i * ε i = energy H x ∧
      ∑ i, w i * (ε i - energy H x) ^ 2 = residualNormSq H S x := by
  obtain ⟨V, h1, h2⟩ := hε
  have hV : V * (Vᴴ * S) = 1 := mul_eq_one_comm.1 h1
  have hinv : S⁻¹ = V * Vᴴ := inv_eq_left_inv (by rw [Matrix.mul_assoc]; exact hV)
  -- expand x in the eigenbasis
  obtain ⟨c, rfl⟩ : ∃ c, x = V *ᵥ c :=
    ⟨(Vᴴ * S) *ᵥ x, by rw [mulVec_mulVec, hV, one_mulVec]⟩
  have quad : ∀ M : Matrix n n ℂ,
      star (V *ᵥ c) ⬝ᵥ M *ᵥ (V *ᵥ c) = star c ⬝ᵥ (Vᴴ * M * V) *ᵥ c := by
    intro M
    rw [star_mulVec, ← dotProduct_mulVec]
    simp only [mulVec_mulVec, Matrix.mul_assoc]
  have hr : Vᴴ *ᵥ residual H S (V *ᵥ c) =
      fun i => ((ε i - energy H (V *ᵥ c) : ℝ) : ℂ) * c i := by
    unfold residual
    generalize energy H (V *ᵥ c) = e
    rw [mulVec_sub, mulVec_smul]
    simp only [mulVec_mulVec, ← Matrix.mul_assoc]
    rw [h1, h2, one_mulVec]
    ext i
    simp only [Pi.sub_apply, Pi.smul_apply, mulVec_diagonal, smul_eq_mul, Complex.ofReal_sub]
    ring
  refine ⟨fun i => Complex.normSq (c i), fun i => Complex.normSq_nonneg _, ?_, ?_, ?_⟩
  · have h := congrArg Complex.re hx
    rw [quad, h1, one_mulVec] at h
    simpa [dotProduct, Complex.normSq_apply] using h
  · unfold energy
    rw [quad, h2]
    simp only [dotProduct, mulVec_diagonal, Complex.re_sum]
    refine Finset.sum_congr rfl fun i _ => ?_
    simp [Complex.normSq_apply]
    ring
  · have hst : star (residual H S (V *ᵥ c)) ᵥ* V = star (Vᴴ *ᵥ residual H S (V *ᵥ c)) := by
      rw [star_mulVec, conjTranspose_conjTranspose]
    unfold residualNormSq
    rw [hinv, ← mulVec_mulVec, dotProduct_mulVec, hst, hr]
    generalize energy H (V *ᵥ c) = e
    simp only [dotProduct, Complex.re_sum]
    refine Finset.sum_congr rfl fun i _ => ?_
    simp [Complex.normSq_apply]
    ring

omit [DecidableEq n] in
/-- For weights of sum one with mean `e` and variance `v`, the average of `(ε - a)(ε - b)`
is `v + (e - a)(e - b)`. -/
theorem two_point_moment {w ε : n → ℝ} {e v : ℝ} (h0 : ∑ i, w i = 1)
    (h1 : ∑ i, w i * ε i = e) (h2 : ∑ i, w i * (ε i - e) ^ 2 = v) (a b : ℝ) :
    ∑ i, w i * ((ε i - a) * (ε i - b)) = v + (e - a) * (e - b) := by
  have h : ∀ i, w i * ((ε i - a) * (ε i - b)) = w i * (ε i - e) ^ 2 +
      (2 * e - a - b) * (w i * ε i) + (a * b - e ^ 2) * w i := fun i => by ring
  simp only [h, Finset.sum_add_distrib, ← Finset.mul_sum]
  rw [h0, h1, h2]
  ring

/-- Temple's inequality with overlap: if `H` and `S` have the increasingly ordered levels `ε`,
`⟨x, S x⟩ = 1` and `e = ⟨x, H x⟩ < b ≤ ε 1`, then the lowest level `ε 0` lies between
`e - ⟨r, S⁻¹ r⟩ / (b - e)` and `e`. -/
theorem temple_bracket {N : ℕ} {H S : Matrix (Fin (N + 2)) (Fin (N + 2)) ℂ}
    {ε : Fin (N + 2) → ℝ} (hε : IsLevels H S ε) (hmono : Monotone ε)
    {x : Fin (N + 2) → ℂ} (hx : star x ⬝ᵥ S *ᵥ x = 1)
    {b : ℝ} (heb : energy H x < b) (hb : b ≤ ε 1) :
    energy H x - residualNormSq H S x / (b - energy H x) ≤ ε 0 ∧ ε 0 ≤ energy H x := by
  obtain ⟨w, hw, h0, h1, h2⟩ := exists_weights hε hx
  constructor
  · -- no level lies strictly between ε 0 and b
    have hpos : 0 ≤ ∑ i, w i * ((ε i - ε 0) * (ε i - b)) := by
      refine Finset.sum_nonneg fun i _ => mul_nonneg (hw i) ?_
      by_cases hi : i = 0
      · simp [hi]
      · have hi1 : (1 : Fin (N + 2)) ≤ i := Fin.one_le_of_ne_zero hi
        exact mul_nonneg (sub_nonneg.2 (hmono (Fin.zero_le i)))
          (sub_nonneg.2 (hb.trans (hmono hi1)))
    rw [two_point_moment h0 h1 h2] at hpos
    have h : energy H x - ε 0 ≤ residualNormSq H S x / (b - energy H x) := by
      rw [le_div_iff₀ (sub_pos.2 heb)]
      linarith
    linarith
  · -- the mean is at least the lowest level
    calc ε 0 = ∑ i, w i * ε 0 := by rw [← Finset.sum_mul, h0, one_mul]
      _ ≤ ∑ i, w i * ε i := Finset.sum_le_sum fun i _ =>
          mul_le_mul_of_nonneg_left (hmono (Fin.zero_le i)) (hw i)
      _ = energy H x := h1

/-- Sharpness: for two levels, `⟨x, S x⟩ = 1` and `⟨x, H x⟩ < ε 1`, the lower bound with
`b = ε 1` equals `ε 0`. -/
theorem temple_exact_two_level {H S : Matrix (Fin 2) (Fin 2) ℂ} {ε : Fin 2 → ℝ}
    (hε : IsLevels H S ε) {x : Fin 2 → ℂ} (hx : star x ⬝ᵥ S *ᵥ x = 1)
    (he : energy H x < ε 1) :
    energy H x - residualNormSq H S x / (ε 1 - energy H x) = ε 0 := by
  obtain ⟨w, -, h0, h1, h2⟩ := exists_weights hε hx
  have h := two_point_moment h0 h1 h2 (ε 0) (ε 1)
  rw [Fin.sum_univ_two] at h
  have hv : residualNormSq H S x / (ε 1 - energy H x) = energy H x - ε 0 := by
    rw [div_eq_iff (sub_pos.2 he).ne']
    linear_combination -h
  rw [hv]
  ring

end

end PAWTemple
```

```lean
#print axioms PAWTemple.exists_ordered_levels
#print axioms PAWTemple.temple_bracket
#print axioms PAWTemple.temple_exact_two_level
```

```
'PAWTemple.exists_ordered_levels' depends on axioms: [propext, Classical.choice, Quot.sound]
'PAWTemple.temple_bracket' depends on axioms: [propext, Classical.choice, Quot.sound]
'PAWTemple.temple_exact_two_level' depends on axioms: [propext, Classical.choice, Quot.sound]
```

### What the definitions and hypotheses say

`IsLevels H S ε` says that some matrix `V` has $S$-orthonormal columns in which `H` is diagonal with the real entries `ε i`. This carries the multiplicities, because there is one entry per column. It also makes $H$ Hermitian and $S$ positive definite, so `temple_bracket` needs no separate hypotheses for these properties. Conversely, `exists_ordered_levels` supplies an increasing list of levels for every Hermitian `H` and positive definite `S`. That this list is unique is left unstated in the file; it follows from $|\det V|^2\det(zS-H)=\prod_i(z-\varepsilon_i)$.

The scalar product $\langle x,y\rangle$ is `star x ⬝ᵥ y`, conjugate-linear in the first argument. `energy` and `residualNormSq` take real parts of quantities that are already real in this setting, and `residual` is $(H-eS)x$ with $e$ the energy of that same $x$.

In `temple_bracket` the matrices have size `N + 2`, so that a second level `ε 1` exists even for `N = 0`. The hypothesis `hmono` puts the levels in increasing order, `hx` is the normalisation, and `heb` and `hb` are $e<b$ and $b\le\varepsilon_1$. Together with $\varepsilon_0\le e$ these last two force a gap $\varepsilon_0<\varepsilon_1$, so the theorem says nothing about a degenerate lowest level. `temple_exact_two_level` is the equality for size two.

This is Temple's inequality for a finite matrix pair, not for an unbounded Hamiltonian on a Hilbert space. In an electronic-structure calculation it bounds the error of the iterative eigensolver for the lowest level at fixed $H$ and $S$, in the chosen finite basis. Basis-set error, the error of the PAW datasets and incomplete self-consistency come on top.

### How the lemmas divide the work

`exists_unitary_diagonal` restates Mathlib's spectral theorem in the form $U^\dagger AU=\mathrm{diag}$. `exists_ordered_levels` applies it twice, first to `S` and then to $T^\dagger HT$. The numbers `q i` are the square roots $\sqrt{s_i}$, and `Tuple.sort` provides the permutation that orders the columns. The code calls it `σ`; it has nothing to do with the variance $\sigma^2$.

`exists_weights` is the expansion of $x$ in the levels. Its local statement `quad` moves a quadratic form from $x=Vc$ to $c$, and `hr` computes the components $(\varepsilon_i-e)c_i$ of $V^\dagger r$. The weights are `Complex.normSq (c i)`, and the last three goals are the norm, the mean and the variance. Within the residual calculations, `generalize` replaces the energy by a plain symbol `e`, since its definition plays no part in that algebra.

`two_point_moment` is the averaged identity: `ring` checks it for each term, and the three known sums are then inserted. In `temple_bracket`, `hpos` is the nonnegativity of the weighted sum, with the cases $i=0$ and $i\ge1$ treated separately. `le_div_iff₀` performs the division by $b-e$, and the `calc` block is the variational principle. For two levels, `Fin.sum_univ_two` writes out the sum, and `linear_combination -h` obtains the equality from its vanishing terms.

### Completeness from `mul_eq_one_comm`

The formula for $S^{-1}$ in `exists_weights` rests on one line:

`have hV : V * (Vᴴ * S) = 1 := mul_eq_one_comm.1 h1`

The hypothesis `h1` is orthonormality, $(V^\dagger S)V=1$. The conclusion is completeness, $V(V^\dagger S)=1$. Matrix multiplication does not commute in general, but for square matrices of finite size a one-sided inverse is two-sided, and `mul_eq_one_comm` expresses exactly that.

Completeness is used twice. It shows that every $x$ has the form $Vc$, so no part of the trial vector escapes the weights. It also says that $VV^\dagger$ is a left inverse of $S$, from which `inv_eq_left_inv` concludes $S^{-1}=VV^\dagger$. This turns $\langle r,S^{-1}r\rangle$ into the ordinary squared length of $V^\dagger r$, and hence into the variance.

In infinite dimension orthonormality alone would not be enough: the shift that sends each basis vector to the next one preserves all scalar products but misses the first basis vector.
